# The virial formula for the first-order strain energy of pair bonds

The length of a bond must be the Euclidean one, and in Lean that is a decision to be made. A bond is stored as a real vector with components indexed by a finite type, and the norm that Mathlib attaches to such a function type is the largest absolute component. In two or more dimensions that norm generally gives a different energy and is not preserved by all rotations. The length is therefore defined here directly from the dot product, as $|r|=\sqrt{r\cdot r}$.

The energy belongs to a finite list of bond vectors $r_b$, labelled by $b$, and atomic positions don't appear. Bond $b$ has its own pair potential $\varphi_b$, so different chemical species can be treated together; one common potential is the special case in which all $\varphi_b$ agree. A real square matrix $e$ deforms every bond by $r\mapsto(I+te)r$, where $I$ is the identity matrix and $t$ is a real amplitude. The energy is

$$E(t)=\sum_b \varphi_b\big(|(I+te)r_b|\big).$$

Suppose that every $r_b$ is nonzero and that $\varphi_b$ has the derivative $\varphi'_b$ at the unstrained length $|r_b|$. Then

$$E'(0)=\sum_b \varphi'_b\,\frac{r_b\cdot e r_b}{|r_b|}.$$

For a crystal modelled by finitely many pair bonds per cell that all follow the cell deformation, dividing the coefficients of $e_{ij}$ in this expression by the cell volume gives the static stress, which a simulation code can compare with a finite difference of the energy.

## From the squared length to the virial

Take one bond $r$. Since $(I+te)r=r+t\,er$, its squared length after the deformation is

$$|(I+te)r|^2=r\cdot r+2t\,(r\cdot er)+t^2\,(er\cdot er).$$

This is exact for every $t$. Write $a=r\cdot r$, $q=r\cdot er$ and $c=er\cdot er$. The radicand $a+2qt+ct^2$ has the value $a$ and the slope $2q$ at $t=0$. Because $r\neq0$, we have $a>0$, and the square root is differentiable there:

$$\frac{d}{dt}\Big|_{t=0}|(I+te)r|=\frac{2q}{2\sqrt a}=\frac{r\cdot er}{|r|}.$$

The chain rule multiplies this rate by $\varphi'_b$ for bond $b$, and summing over the bonds gives $E'(0)$.

Writing the dot product in components, with $r_{b,i}$ for component $i$ of bond $b$, separates the strain from the structure:

$$E'(0)=\sum_{i,j}V_{ij}\,e_{ij},\qquad V_{ij}=\sum_b\varphi'_b\,\frac{r_{b,i}\,r_{b,j}}{|r_b|}.$$

The symmetric matrix $V$ is the virial tensor. With this sign, a stretched bond with $\varphi'_b>0$ contributes positively to the trace, so tension is positive. For a finite cluster held together by these bonds alone, the sum over atoms of position times force is $-V$, with the opposite sign.

Now let $e$ be antisymmetric, $e^{\mathsf T}=-e$. Moving the matrix to the other side of the dot product gives

$$r\cdot er=(e^{\mathsf T}r)\cdot r=-(er)\cdot r=-\,r\cdot er,$$

so $r\cdot er=0$ for every $r$, and $E'(0)=0$. Such an $e$ generates an infinitesimal rotation. For $e\neq0$ and $t\neq0$, however, the matrix $I+te$ is a rotation only to first order, and the exact quadratic shows the remainder:

$$|(I+te)r|^2=|r|^2+t^2|er|^2.$$

There is a converse. Suppose that the length of every nonzero vector is stationary at $t=0$. Then $r\cdot er=0$ for all $r$. Let $u_i$ be the basis vector with a one in position $i$. Choosing $r=u_i$ gives $e_{ii}=0$. Choosing $r=u_i+u_j$ with $i\neq j$ gives

$$e_{ii}+e_{ij}+e_{ji}+e_{jj}=0,$$

hence $e_{ij}=-e_{ji}$, and $e$ is antisymmetric.

Finally, the uniform dilation $e=I$ has $r_b\cdot er_b=|r_b|^2$, so that $E'(0)=\sum_b\varphi'_b|r_b|$.

## Bonds, deformation and energy in Lean

The type `n` indexes the Cartesian components and `ι` labels the bonds. Both are finite and otherwise arbitrary, so the dimension of space is not fixed at three.

```lean
import Mathlib

open Matrix

namespace PairPotentialStrain

noncomputable section

variable {n ι : Type*} [Fintype n] [DecidableEq n] [Fintype ι]
```

The length is the square root of the dot product, written `⬝ᵥ` in Lean.

```lean
/-- The Euclidean length of a bond vector. -/
def bondLength (r : n → ℝ) : ℝ := √(r ⬝ᵥ r)
```

The deformation applies the matrix `1 + t • e` to the bond, with `*ᵥ` for the product of a matrix and a vector. The matrix `e` need not be symmetric: it plays the part of a displacement gradient, whose symmetric part is the usual small strain.

```lean
/-- The bond `r` after the homogeneous deformation `I + t e`. -/
def deform (e : Matrix n n ℝ) (t : ℝ) (r : n → ℝ) : n → ℝ := (1 + t • e) *ᵥ r
```

In `energy`, the argument `φ` assigns a function of the length to each bond. Every entry of the list is counted once. If a structure lists both $r$ and $-r$ for the same pair, the factor one half has to be included in the potentials.

All bonds follow the same matrix. This is a homogeneous deformation, without internal relaxation of the atoms inside a cell. The model also has no angular or many-body terms, no kinetic contribution to the stress and no infinite lattice sums.

```lean
/-- The energy of finitely many bonds under the deformation `I + t e`, where bond `b` has
the pair potential `φ b`. -/
def energy (φ : ι → ℝ → ℝ) (r : ι → n → ℝ) (e : Matrix n n ℝ) (t : ℝ) : ℝ :=
  ∑ b, φ b (bondLength (deform e t (r b)))
```

The virial tensor takes the slopes as plain numbers `φ' b`. The definition alone doesn't tie them to any potential; a hypothesis of the theorems below does that.

```lean
/-- The virial tensor of nonzero bonds `r b` whose pair potentials have slopes `φ' b`. -/
def virialTensor (φ' : ι → ℝ) (r : ι → n → ℝ) : Matrix n n ℝ :=
  Matrix.of fun i j => ∑ b, φ' b * r b i * r b j / bondLength (r b)
```

## The rate of change of one bond length

The first lemma is the exact quadratic. The auxiliary statement `h` rewrites the deformed bond as $r+t\,er$, the `simp only` call multiplies out the dot product, and the symmetry of the dot product merges the two cross terms into $2t\,(r\cdot er)$.

```lean
/-- The squared length of a deformed bond is an exact quadratic polynomial in the strain
amplitude `t`. -/
theorem deform_sq (e : Matrix n n ℝ) (t : ℝ) (r : n → ℝ) :
    deform e t r ⬝ᵥ deform e t r =
      r ⬝ᵥ r + 2 * t * (r ⬝ᵥ e *ᵥ r) + t ^ 2 * ((e *ᵥ r) ⬝ᵥ (e *ᵥ r)) := by
  have h : deform e t r = r + t • (e *ᵥ r) := by
    rw [deform, Matrix.add_mulVec, Matrix.one_mulVec, Matrix.smul_mulVec]
  rw [h]
  simp only [add_dotProduct, dotProduct_add, smul_dotProduct, dotProduct_smul, smul_eq_mul]
  rw [dotProduct_comm (e *ᵥ r) r]
  ring
```

The next theorem differentiates the length. `HasDerivAt f d x` says that `f` is differentiable at `x` with derivative `d`, so the final `0` in the statement is the point $t=0$.

The proof follows the calculation by hand closely. First `hne` turns $r\neq0$ into $r\cdot r\neq0$. The length is then rewritten as the root of the quadratic, and the `generalize` steps replace the three dot products by the numbers $c$, $q$ and $a$. After that only a function of one real variable is left. `hq` gives the slope $2q$ of the radicand, `hq.sqrt` gives $2q/(2\sqrt a)$, and the last line cancels the factor two.

```lean
/-- The length of a nonzero bond `r` changes under strain at the initial rate
`r · e r / |r|`. -/
theorem hasDerivAt_bondLength (e : Matrix n n ℝ) {r : n → ℝ} (hr : r ≠ 0) :
    HasDerivAt (fun t => bondLength (deform e t r)) ((r ⬝ᵥ e *ᵥ r) / bondLength r) 0 := by
  have hne : r ⬝ᵥ r ≠ 0 := fun h => hr (dotProduct_self_eq_zero.mp h)
  have hf : (fun t => bondLength (deform e t r)) = fun t : ℝ =>
      √(r ⬝ᵥ r + (2 * (r ⬝ᵥ e *ᵥ r) * t + t ^ 2 * ((e *ᵥ r) ⬝ᵥ (e *ᵥ r)))) := by
    funext t
    rw [bondLength, deform_sq]
    congr 1
    ring
  rw [hf]
  generalize (e *ᵥ r) ⬝ᵥ (e *ᵥ r) = c
  generalize r ⬝ᵥ e *ᵥ r = q
  rw [bondLength]
  generalize r ⬝ᵥ r = a at hne ⊢
  -- differentiate the quadratic, then its square root
  have h1 : HasDerivAt (fun t : ℝ => t) 1 0 := hasDerivAt_id' 0
  have hq : HasDerivAt (fun t : ℝ => a + (2 * q * t + t ^ 2 * c)) (2 * q) 0 :=
    (((h1.const_mul (2 * q)).fun_add ((h1.fun_pow 2).mul_const c)).const_add a).congr_deriv
      (by simp)
  have h0 : a + (2 * q * 0 + 0 ^ 2 * c) = a := by ring
  have hs := hq.sqrt (by rw [h0]; exact hne)
  refine hs.congr_deriv ?_
  rw [h0]
  exact mul_div_mul_left _ _ two_ne_zero
```

## The sum over bonds and the virial tensor

The main theorem has two hypotheses. `hr` says that no bond vector vanishes, which physically means that the two ends of a bond don't coincide. `hφ` says that each potential has slope `φ' b` at the unstrained length of its bond. Differentiability is required at that one length only, so a potential may have a kink or a jump elsewhere. The slope is minus the radial force that the potential exerts along the bond, and it is an input here: nothing is assumed about where the potential comes from.

In the proof, `HasDerivAt.fun_sum` reduces the claim to a single bond. The chain rule needs the slope of the potential at the length of the deformed bond at $t=0$, and `h0` identifies that bond with the original one. `hb.comp` then combines the slope with the rate from the previous theorem.

```lean
/-- The first-order energy change of nonzero bonds under a strain `e` is the sum of
`φ'(|r|) (r · e r) / |r|` over the bonds. -/
theorem hasDerivAt_energy (φ : ι → ℝ → ℝ) (φ' : ι → ℝ) (r : ι → n → ℝ)
    (e : Matrix n n ℝ) (hr : ∀ b, r b ≠ 0)
    (hφ : ∀ b, HasDerivAt (φ b) (φ' b) (bondLength (r b))) :
    HasDerivAt (energy φ r e)
      (∑ b, φ' b * (r b ⬝ᵥ e *ᵥ r b) / bondLength (r b)) 0 := by
  unfold energy
  refine HasDerivAt.fun_sum fun b _ => ?_
  have h0 : deform e 0 (r b) = r b := by simp [deform]
  have hb : HasDerivAt (φ b) (φ' b) (bondLength (deform e 0 (r b))) := by
    rw [h0]
    exact hφ b
  -- chain rule for a single bond
  exact (hb.comp 0 (hasDerivAt_bondLength e (hr b))).congr_deriv (mul_div_assoc _ _ _).symm
```

The virial form has the same hypotheses and the same derivative, written as a double sum over components. The proof expands both expressions into triple sums. The two uses of `Finset.sum_comm` move the sum over bonds inside the sums over `i` and `j`, and the terms are then compared one by one.

```lean
/-- The first-order energy change of nonzero bonds is the full contraction of the virial tensor with
the strain. -/
theorem hasDerivAt_energy_virial (φ : ι → ℝ → ℝ) (φ' : ι → ℝ) (r : ι → n → ℝ)
    (e : Matrix n n ℝ) (hr : ∀ b, r b ≠ 0)
    (hφ : ∀ b, HasDerivAt (φ b) (φ' b) (bondLength (r b))) :
    HasDerivAt (energy φ r e) (∑ i, ∑ j, virialTensor φ' r i j * e i j) 0 := by
  refine (hasDerivAt_energy φ φ' r e hr hφ).congr_deriv ?_
  simp only [virialTensor, Matrix.of_apply, dotProduct, Matrix.mulVec, Finset.mul_sum,
    Finset.sum_mul, Finset.sum_div]
  -- move the sum over bonds inside the sums over components
  rw [Finset.sum_comm]
  refine Finset.sum_congr rfl fun i _ => ?_
  rw [Finset.sum_comm]
  refine Finset.sum_congr rfl fun j _ => Finset.sum_congr rfl fun b _ => ?_
  ring
```

## Antisymmetric matrices and rotations to first order

Antisymmetry is expressed as `eᵀ = -e`. The `calc` block is the chain of equalities from the derivation: the matrix is transposed across the dot product and its sign changes. Then `linarith` concludes that a number equal to its own negative is zero.

```lean
omit [DecidableEq n] in
/-- An antisymmetric matrix has a vanishing quadratic form on every bond. -/
theorem quadratic_eq_zero {e : Matrix n n ℝ} (he : eᵀ = -e) (r : n → ℝ) :
    r ⬝ᵥ e *ᵥ r = 0 := by
  have h : r ⬝ᵥ e *ᵥ r = -(r ⬝ᵥ e *ᵥ r) := by
    calc r ⬝ᵥ e *ᵥ r = (eᵀ *ᵥ r) ⬝ᵥ r := by
          rw [Matrix.mulVec_transpose, Matrix.dotProduct_mulVec]
      _ = -(r ⬝ᵥ e *ᵥ r) := by
          rw [he, Matrix.neg_mulVec, neg_dotProduct, dotProduct_comm]
  linarith
```

Every term of the main formula now contains a factor zero, so the derivative of the energy vanishes. Each potential must still be differentiable at the unstrained length of its bond, but the slopes `φ'` may have any values, whether or not the structure is in equilibrium.

```lean
/-- For an antisymmetric `e` the energy of nonzero bonds does not change to first order. -/
theorem hasDerivAt_energy_antisymm (φ : ι → ℝ → ℝ) (φ' : ι → ℝ) (r : ι → n → ℝ)
    {e : Matrix n n ℝ} (he : eᵀ = -e) (hr : ∀ b, r b ≠ 0)
    (hφ : ∀ b, HasDerivAt (φ b) (φ' b) (bondLength (r b))) :
    HasDerivAt (energy φ r e) 0 0 :=
  (hasDerivAt_energy φ φ' r e hr hφ).congr_deriv (by simp [quadratic_eq_zero he])
```

The equivalence below concerns the lengths of all nonzero vectors and not those of a given list of bonds. The distinction matters: if every `φ' b` is zero, the energy of a particular structure is stationary under every `e`, and this says nothing about the antisymmetry of `e`.

For the direction from stationary lengths to antisymmetry, a derivative is unique, so the known rate $r\cdot er/|r|$ must equal zero. As the length `bondLength r` is nonzero, the numerator vanishes. This gives `hQ`, which also includes the trivial case $r=0$. The statement `hs` reads off a matrix entry from two basis vectors, written `Pi.single i 1` and `Pi.single j 1`, and `linarith` combines the three instances `hij`, `hi` and `hj`. The argument in Lean doesn't separate the case $i=j$, because the same three equations settle it. The reverse direction inserts the vanishing quadratic form into the rate.

```lean
/-- All nonzero bond lengths are stationary at zero strain amplitude exactly when `e` is
antisymmetric. -/
theorem stationary_iff_antisymm (e : Matrix n n ℝ) :
    (∀ r : n → ℝ, r ≠ 0 → HasDerivAt (fun t => bondLength (deform e t r)) 0 0) ↔
      eᵀ = -e := by
  constructor
  · intro h
    have hQ : ∀ r : n → ℝ, r ⬝ᵥ e *ᵥ r = 0 := by
      intro r
      by_cases hr : r = 0
      · simp [hr]
      · have hL : bondLength r ≠ 0 := by
          have hp : 0 ≤ r ⬝ᵥ r := Finset.sum_nonneg fun i _ => mul_self_nonneg (r i)
          intro hz
          exact hr (dotProduct_self_eq_zero.mp ((Real.sqrt_eq_zero hp).mp hz))
        have hd := (hasDerivAt_bondLength e hr).unique (h r hr)
        exact (div_eq_zero_iff.mp hd).resolve_right hL
    -- polarise on the basis vectors
    have hs : ∀ i j, (Pi.single i (1 : ℝ) : n → ℝ) ⬝ᵥ e *ᵥ (Pi.single j (1 : ℝ)) = e i j := by
      intro i j
      simp
    ext i j
    have hij := hQ (Pi.single i 1 + Pi.single j 1)
    have hi := hQ (Pi.single i 1)
    have hj := hQ (Pi.single j 1)
    simp only [Matrix.mulVec_add, add_dotProduct, dotProduct_add, hs] at hij hi hj
    rw [Matrix.transpose_apply, Matrix.neg_apply]
    linarith
  · intro he r hr
    exact (hasDerivAt_bondLength e hr).congr_deriv (by rw [quadratic_eq_zero he, zero_div])
```

The last statement about antisymmetric matrices holds for every `t` and every bond, including the zero vector. The linear term of the exact quadratic disappears and the quadratic term stays. A finite amplitude therefore lengthens every bond with $er\neq0$, and the invariance of the energy under `I + t e` is established to first order only.

```lean
/-- For an antisymmetric `e` the deformation `I + t e` changes the squared bond length by
exactly `t² |e r|²`. -/
theorem deform_sq_antisymm {e : Matrix n n ℝ} (he : eᵀ = -e) (t : ℝ) (r : n → ℝ) :
    deform e t r ⬝ᵥ deform e t r = r ⬝ᵥ r + t ^ 2 * ((e *ᵥ r) ⬝ᵥ (e *ᵥ r)) := by
  rw [deform_sq, quadratic_eq_zero he, mul_zero, add_zero]
```

## Uniform dilation

Here the matrix `e` is `1`, the identity, and all lengths are multiplied by $1+t$ for small $t$. The main theorem supplies the terms $\varphi'_b\,(r_b\cdot r_b)/|r_b|$, and `Real.div_sqrt` simplifies the quotient to $|r_b|$. The result is the trace of the virial tensor, the quantity that fixes the static pressure of the pair-bond model once it is divided by the volume and the dimension and its sign is reversed.

```lean
/-- Under uniform dilation the first-order energy change of nonzero bonds is the sum of
`φ'(|r|) |r|`. -/
theorem hasDerivAt_energy_dilation (φ : ι → ℝ → ℝ) (φ' : ι → ℝ) (r : ι → n → ℝ)
    (hr : ∀ b, r b ≠ 0) (hφ : ∀ b, HasDerivAt (φ b) (φ' b) (bondLength (r b))) :
    HasDerivAt (energy φ r 1) (∑ b, φ' b * bondLength (r b)) 0 := by
  refine (hasDerivAt_energy φ φ' r 1 hr hφ).congr_deriv ?_
  refine Finset.sum_congr rfl fun b _ => ?_
  rw [Matrix.one_mulVec, mul_div_assoc, bondLength, Real.div_sqrt]

end

end PairPotentialStrain
```

```lean
#print axioms PairPotentialStrain.hasDerivAt_energy_virial
-- 'PairPotentialStrain.hasDerivAt_energy_virial' depends on axioms: [propext, Classical.choice, Quot.sound]
#print axioms PairPotentialStrain.hasDerivAt_energy_antisymm
-- 'PairPotentialStrain.hasDerivAt_energy_antisymm' depends on axioms: [propext, Classical.choice, Quot.sound]
#print axioms PairPotentialStrain.deform_sq_antisymm
-- 'PairPotentialStrain.deform_sq_antisymm' depends on axioms: [propext, Classical.choice, Quot.sound]
#print axioms PairPotentialStrain.hasDerivAt_energy_dilation
-- 'PairPotentialStrain.hasDerivAt_energy_dilation' depends on axioms: [propext, Classical.choice, Quot.sound]
```
